# Second-order rhombic splitting of the ground doublet in the quadratic spin-2 Hamiltonian with D < 0

For a spin 2 with zero-field Hamiltonian

$$H = D(S_z^2-2) + E(S_x^2-S_y^2),\qquad D<0,\quad |E|\le |D|,$$

the two lowest eigenvalues, counted with multiplicity, are $-2\sqrt{D^2+3E^2}$ and $2D$. Their gap $\Delta$ satisfies

$$\frac{3E^2}{|D|}-\frac{9E^4}{4|D|^3}\;\le\;\Delta\;\le\;\frac{3E^2}{|D|}.$$

The real numbers $D$ and $E$ are the axial and rhombic parameters, and spins are in units of $\hbar$. In the conventional range $|E|\le|D|/3$, which lies inside the range assumed here, the two bounds differ by at most one twelfth of the upper one. A suitable relabelling of the axes always leads to the conventional range, but if $D<0$ and $|D|/3<|E|\le|D|$, the new $D$ is positive.

In the conventional range the two lowest levels are much closer to each other than to the third, and they form the non-Kramers ground doublet known from the EPR of integer-spin ions. Its zero-field separation is $\Delta$, for a model with only quadratic spin terms and no magnetic field or hyperfine coupling. Towards $|E|=|D|$ the second level approaches the third instead, and the two lowest levels no longer form a separate doublet. A quartic term such as $S_+^4+S_-^4$ would couple $|2\rangle$ and $|-2\rangle$ directly and could split them at first order in its coefficient.

## Two blocks and five levels

Let $|m\rangle$ be the eigenstates of $S_z$, and let $S_\pm=S_x\pm iS_y$. Since $S_x=(S_++S_-)/2$ and $S_y=(S_+-S_-)/(2i)$,

$$S_x^2-S_y^2=\tfrac14\left[(S_++S_-)^2+(S_+-S_-)^2\right]=\tfrac12(S_+^2+S_-^2).$$

From $S_+|m\rangle=\sqrt{6-m(m+1)}\,|m+1\rangle$ we get

$$S_+^2|-2\rangle=2\sqrt6\,|0\rangle,\quad S_+^2|-1\rangle=6\,|1\rangle,\quad S_+^2|0\rangle=2\sqrt6\,|2\rangle.$$

The rhombic term therefore couples $|0\rangle$ to each of $|\pm2\rangle$ with element $\sqrt6E$, and $|1\rangle$ to $|-1\rangle$ with element $3E$. The axial term has diagonal entries $2D,-D,-2D,-D,2D$ for $m=2,1,0,-1,-2$.

The states $|\pm1\rangle$ form a block with energies $-D\pm3E$. In the other block, $(|2\rangle-|-2\rangle)/\sqrt2$ decouples from $|0\rangle$ and keeps the energy $2D$. The symmetric combination $(|2\rangle+|-2\rangle)/\sqrt2$ and $|0\rangle$ give

$$\begin{pmatrix}2D&2\sqrt3E\\2\sqrt3E&-2D\end{pmatrix},$$

with eigenvalues $\pm2r$, where $r=\sqrt{D^2+3E^2}$. The levels are thus

$$\varepsilon_0=-2r,\quad \varepsilon_1=2D,\quad \varepsilon_2=-D-3|E|,\quad \varepsilon_3=-D+3|E|,\quad \varepsilon_4=2r.$$

They are listed in increasing order:

- $\varepsilon_0\le\varepsilon_1$, because $r\ge|D|$.
- $\varepsilon_1\le\varepsilon_2$, because this says $3|E|\le3|D|$.
- $\varepsilon_2\le\varepsilon_3$, because $|E|\ge0$.
- $\varepsilon_3\le\varepsilon_4$, because both sides are positive and $4r^2-(|D|+3|E|)^2=3(|D|-|E|)^2\ge0$.

The gap is $\Delta=2D+2r=2(r-|D|)$. Expanding $(r-|D|)^2\ge0$ gives $2r|D|\le r^2+D^2=2D^2+3E^2$, and division by $|D|$ yields $\Delta\le3E^2/|D|$.

For the lower bound, put $d=|D|$ and $g=r-d\ge0$. Then $3E^2=r^2-d^2=g(g+2d)$ and $\Delta=2g$, so

$$\Delta-\frac{3E^2}{d}+\frac{9E^4}{4d^3}
=-\frac{g^2}{d}+\frac{g^2(g+2d)^2}{4d^3}
=\frac{g^3(g+4d)}{4d^3}\ge0.$$

At fixed $D$, the two bounds leave no term linear in $E$ and fix the coefficient of $E^2$ at $3/|D|$.

## Spin matrices and the Hamiltonian

```lean
import Mathlib

open Matrix

namespace SpinTwoZeroField

noncomputable section
```

The raising operator is entered explicitly as a complex $5\times5$ matrix. Indices 0 to 4 stand for $m=2,1,0,-1,-2$.

```lean
/-- The spin-2 raising operator in the basis m = 2, 1, 0, -1, -2, in units of ħ. -/
def Sp : Matrix (Fin 5) (Fin 5) ℂ :=
  !![0, 2, 0, 0, 0;
     0, 0, ((√6 : ℝ) : ℂ), 0, 0;
     0, 0, 0, ((√6 : ℝ) : ℂ), 0;
     0, 0, 0, 0, 2;
     0, 0, 0, 0, 0]
```

The Cartesian components follow from `Sp` and its conjugate transpose `Spᴴ`, which is $S_-$. The factor `-Complex.I / 2` is $1/(2i)$.

```lean
/-- The spin component along x, half the sum of the raising and lowering operators. -/
def Sx : Matrix (Fin 5) (Fin 5) ℂ := (1 / 2 : ℂ) • (Sp + Spᴴ)

/-- The spin component along y, the difference of raising and lowering operators over 2i. -/
def Sy : Matrix (Fin 5) (Fin 5) ℂ := (-Complex.I / 2) • (Sp - Spᴴ)

/-- The spin component along z, diagonal with entries m. -/
def Sz : Matrix (Fin 5) (Fin 5) ℂ := Matrix.diagonal ![2, 1, 0, -1, -2]
```

The Hamiltonian takes real `D` and `E`, in any common energy unit. The subtracted 2 is $S(S+1)/3$ for $S=2$, which makes the axial term traceless.

```lean
/-- The zero-field splitting Hamiltonian D(S_z² - 2) + E(S_x² - S_y²) of a spin 2. -/
def ham (D E : ℝ) : Matrix (Fin 5) (Fin 5) ℂ :=
  (D : ℂ) • (Sz * Sz - (2 : ℂ) • 1) + (E : ℂ) • (Sx * Sx - Sy * Sy)
```

The function `level` only lists five real numbers; `level D E i` is $\varepsilon_i$. That they are eigenvalues, and in which order, is left to theorems.

```lean
/-- A list of five energies, written in terms of the axial parameter D and the rhombic
parameter E. -/
def level (D E : ℝ) : Fin 5 → ℝ :=
  ![-2 * √(D ^ 2 + 3 * E ^ 2), 2 * D, -D - 3 * |E|, -D + 3 * |E|, 2 * √(D ^ 2 + 3 * E ^ 2)]
```

Two small lemmas handle $\sqrt6\cdot\sqrt6=6$ and the conjugate of 2 in the complex numbers.

```lean
lemma sqrt_six_mul : ((√6 : ℝ) : ℂ) * ((√6 : ℝ) : ℂ) = 6 := by
  rw [← Complex.ofReal_mul, Real.mul_self_sqrt (by norm_num)]
  norm_num

lemma conj_two : (starRingEnd ℂ) 2 = 2 :=
  Complex.conj_eq_iff_im.mpr (by simp)
```

The next theorem checks two of the spin-2 relations: $[S_x,S_y]=iS_z$ and the Casimir value 6. The other two commutators are not stated in Lean. They follow from $[S_z,S_\pm]=\pm S_\pm$, which holds because every nonzero entry of `Sp` raises $m$ by one. The proof finds the diagonal matrices $S_+S_-$ and $S_-S_+$ entry by entry, then expresses the commutator and $S_x^2+S_y^2$ through their difference and sum.

```lean
/-- The matrices satisfy [S_x, S_y] = i S_z and S_x² + S_y² + S_z² = 2(2+1) = 6. -/
theorem spin_algebra :
    Sx * Sy - Sy * Sx = Complex.I • Sz ∧
      Sx * Sx + Sy * Sy + Sz * Sz = (6 : ℂ) • 1 := by
  have hpm : Sp * Spᴴ = Matrix.diagonal ![4, 6, 6, 4, 0] := by
    ext i j
    fin_cases i <;> fin_cases j <;>
      norm_num [Sp, Matrix.mul_apply, Fin.sum_univ_succ, sqrt_six_mul] <;>
      linear_combination 2 * conj_two
  have hmp : Spᴴ * Sp = Matrix.diagonal ![0, 4, 6, 6, 4] := by
    ext i j
    fin_cases i <;> fin_cases j <;>
      norm_num [Sp, Matrix.mul_apply, Fin.sum_univ_succ, sqrt_six_mul] <;>
      linear_combination 2 * conj_two
  constructor
  · have h : Sx * Sy - Sy * Sx = (Complex.I / 2) • (Sp * Spᴴ - Spᴴ * Sp) := by
      simp only [Sx, Sy, smul_mul_smul_comm, mul_add, add_mul, mul_sub, sub_mul]
      module
    rw [h, hpm, hmp]
    ext i j
    fin_cases i <;> fin_cases j <;> norm_num [Sz] <;> ring
  · have h : Sx * Sx + Sy * Sy = (1 / 2 : ℂ) • (Sp * Spᴴ + Spᴴ * Sp) := by
      have hI : -Complex.I / 2 * (-Complex.I / 2) = -1 / 4 := by
        linear_combination (1 / 4 : ℂ) * Complex.I_mul_I
      simp only [Sx, Sy, smul_mul_smul_comm, hI, mul_add, add_mul, mul_sub, sub_mul]
      module
    rw [h, hpm, hmp]
    ext i j
    fin_cases i <;> fin_cases j <;> norm_num [Sz, Matrix.one_apply]
```

The rhombic operator is obtained as in the derivation above. `hsq` squares the raising operator, and `h` is the identity $S_x^2-S_y^2=\frac12(S_+^2+S_-^2)$.

```lean
/-- The matrix of S_x² - S_y²: its only nonzero elements are √6 between m = 0 and m = ±2, and 3
between m = 1 and m = -1. -/
theorem rhombic_eq : Sx * Sx - Sy * Sy =
    !![0, 0, ((√6 : ℝ) : ℂ), 0, 0;
       0, 0, 0, 3, 0;
       ((√6 : ℝ) : ℂ), 0, 0, 0, ((√6 : ℝ) : ℂ);
       0, 3, 0, 0, 0;
       0, 0, ((√6 : ℝ) : ℂ), 0, 0] := by
  have hsq : Sp * Sp =
      !![0, 0, 2 * ((√6 : ℝ) : ℂ), 0, 0;
         0, 0, 0, 6, 0;
         0, 0, 0, 0, ((√6 : ℝ) : ℂ) * 2;
         0, 0, 0, 0, 0;
         0, 0, 0, 0, 0] := by
    ext i j
    fin_cases i <;> fin_cases j <;>
      simp [Sp, Matrix.mul_apply, Fin.sum_univ_succ, sqrt_six_mul]
  -- the mixed products of raising and lowering operators cancel
  have h : Sx * Sx - Sy * Sy = (1 / 2 : ℂ) • (Sp * Sp + (Sp * Sp)ᴴ) := by
    have hI : -Complex.I / 2 * (-Complex.I / 2) = -1 / 4 := by
      linear_combination (1 / 4 : ℂ) * Complex.I_mul_I
    rw [Matrix.conjTranspose_mul]
    simp only [Sx, Sy, smul_mul_smul_comm, hI, mul_add, add_mul, mul_sub, sub_mul]
    module
  rw [h, hsq]
  ext i j
  fin_cases i <;> fin_cases j <;> norm_num <;> ring
```

Adding the axial diagonal gives the full matrix.

```lean
lemma ham_eq (D E : ℝ) : ham D E =
    !![2 * (D : ℂ), 0, E * ((√6 : ℝ) : ℂ), 0, 0;
       0, -(D : ℂ), 0, E * 3, 0;
       E * ((√6 : ℝ) : ℂ), 0, -(2 * (D : ℂ)), 0, E * ((√6 : ℝ) : ℂ);
       0, E * 3, 0, -(D : ℂ), 0;
       0, 0, E * ((√6 : ℝ) : ℂ), 0, 2 * (D : ℂ)] := by
  rw [ham, rhombic_eq]
  ext i j
  fin_cases i <;> fin_cases j <;> norm_num [Sz, Matrix.one_apply] <;> ring
```

## The factored characteristic polynomial

The lemma `det_sparse` evaluates a determinant with the zero pattern of $H$. Its factors reflect the blocks: $a$ belongs to the antisymmetric state, $ac-2p^2$ to the symmetric pair, and $b^2-q^2$ to $|\pm1\rangle$.

```lean
lemma det_sparse (a b c p q : ℂ) :
    Matrix.det !![a, 0, p, 0, 0; 0, b, 0, q, 0; p, 0, c, 0, p; 0, q, 0, b, 0; 0, 0, p, 0, a]
      = a * (a * c - 2 * p ^ 2) * (b ^ 2 - q ^ 2) := by
  simp [Matrix.det_succ_row_zero, Fin.sum_univ_succ, Fin.succAbove]
  ring
```

The theorem `secular_equation` says that the characteristic polynomial of $H$ equals $\prod_i(X-\varepsilon_i)$, for all real $D$ and $E$. This is the meaning given here to "eigenvalues with multiplicity". Since $H$ is Hermitian, the multiplicity of a root is also the number of independent eigenvectors.

The proof compares the two polynomials at an arbitrary complex $x$. It writes out $x-H$ in `hM` and applies `det_sparse` with $a=x-2D$, $b=x+D$, $c=x+2D$, $p=-\sqrt6E$ and $q=-3E$. The steps `h1` and `h2` then factor the two quadratics, using $r^2=D^2+3E^2$, $|E|^2=E^2$ and $\sqrt6\cdot\sqrt6=6$.

```lean
/-- For all real D and E, the five listed energies are the eigenvalues of the Hamiltonian,
counted with multiplicity: its characteristic polynomial is the product of the factors
X - level. -/
theorem secular_equation (D E : ℝ) :
    (ham D E).charpoly =
      ∏ i, (Polynomial.X - Polynomial.C ((level D E i : ℝ) : ℂ)) := by
  apply Polynomial.funext
  intro x
  have hM : Matrix.scalar (Fin 5) x - ham D E =
      !![x - 2 * D, 0, -(E * ((√6 : ℝ) : ℂ)), 0, 0;
         0, x + D, 0, -(E * 3), 0;
         -(E * ((√6 : ℝ) : ℂ)), 0, x + 2 * D, 0, -(E * ((√6 : ℝ) : ℂ));
         0, -(E * 3), 0, x + D, 0;
         0, 0, -(E * ((√6 : ℝ) : ℂ)), 0, x - 2 * D] := by
    rw [ham_eq]
    ext i j
    fin_cases i <;> fin_cases j <;> simp
  have hr : ((√(D ^ 2 + 3 * E ^ 2) : ℝ) : ℂ) ^ 2 = (D : ℂ) ^ 2 + 3 * (E : ℂ) ^ 2 := by
    exact_mod_cast Real.sq_sqrt (show 0 ≤ D ^ 2 + 3 * E ^ 2 by positivity)
  have he : ((|E| : ℝ) : ℂ) ^ 2 = (E : ℂ) ^ 2 := by
    exact_mod_cast sq_abs E
  have l0 : level D E 0 = -2 * √(D ^ 2 + 3 * E ^ 2) := rfl
  have l1 : level D E 1 = 2 * D := rfl
  have l2 : level D E 2 = -D - 3 * |E| := rfl
  have l3 : level D E 3 = -D + 3 * |E| := rfl
  have l4 : level D E 4 = 2 * √(D ^ 2 + 3 * E ^ 2) := rfl
  rw [Matrix.eval_charpoly, hM, det_sparse]
  simp only [Polynomial.eval_mul, Polynomial.eval_sub, Polynomial.eval_X, Polynomial.eval_C,
    Fin.prod_univ_five, l0, l1, l2, l3, l4, Complex.ofReal_mul, Complex.ofReal_sub,
    Complex.ofReal_add, Complex.ofReal_neg, Complex.ofReal_ofNat]
  generalize ((√(D ^ 2 + 3 * E ^ 2) : ℝ) : ℂ) = r at hr ⊢
  generalize ((|E| : ℝ) : ℂ) = e at he ⊢
  -- the quadratic factors of the two coupled blocks
  have h1 : (x - 2 * D) * (x + 2 * D) - 2 * (-(E * ((√6 : ℝ) : ℂ))) ^ 2
      = (x + 2 * r) * (x - 2 * r) := by
    linear_combination 4 * hr - 2 * (E : ℂ) ^ 2 * sqrt_six_mul
  have h2 : (x + D) ^ 2 - (-((E : ℂ) * 3)) ^ 2 = (x + D + 3 * e) * (x + D - 3 * e) := by
    linear_combination 9 * he
  rw [h1, h2]
  ring
```

The spectrum could also have been modelled by five explicit eigenvectors with a proof of their linear independence. That statement would show in addition how much $|0\rangle$ is mixed into the ground state, but it would need vectors whose components depend on $r$. The characteristic polynomial gives the energies and multiplicities without them.

## Order of the levels and size of the gap

The main theorem `ground_doublet` joins three statements under `D < 0` and `|E| ≤ |D|`: the factorisation, the monotonicity of `level D E`, and the upper bound on the gap. The first two together identify $\varepsilon_0$ and $\varepsilon_1$ as the two lowest eigenvalues. "Lowest" allows ties: at $|E|=|D|$, the level $\varepsilon_2$ meets $\varepsilon_1$.

In the proof, `h0` to `h3` are the four inequalities between neighbouring levels, in the order listed earlier. The square behind the last one appears as `sq_nonneg (D + |E|)`, since $D=-|D|$. For the gap, the inequality is multiplied by $|D|$ and follows from $(r+D)^2=(r-|D|)^2\ge0$.

```lean
/-- For D < 0 and |E| ≤ |D| the eigenvalues in increasing order are the listed levels, so the
two lowest are -2√(D² + 3E²) and 2D, and their gap is at most 3E²/|D|. -/
theorem ground_doublet (D E : ℝ) (hD : D < 0) (hE : |E| ≤ |D|) :
    (ham D E).charpoly = ∏ i, (Polynomial.X - Polynomial.C ((level D E i : ℝ) : ℂ)) ∧
      Monotone (level D E) ∧
      2 * D - (-2 * √(D ^ 2 + 3 * E ^ 2)) ≤ 3 * E ^ 2 / |D| := by
  rw [abs_of_neg hD] at hE ⊢
  have hr := Real.sq_sqrt (show 0 ≤ D ^ 2 + 3 * E ^ 2 by positivity)
  refine ⟨secular_equation D E, ?_, ?_⟩
  · have h0 : -2 * √(D ^ 2 + 3 * E ^ 2) ≤ 2 * D := by
      have := (Real.le_sqrt' (neg_pos.mpr hD)).mpr
        (show (-D) ^ 2 ≤ D ^ 2 + 3 * E ^ 2 by nlinarith [sq_nonneg E])
      linarith
    have h1 : 2 * D ≤ -D - 3 * |E| := by linarith
    have h2 : -D - 3 * |E| ≤ -D + 3 * |E| := by linarith [abs_nonneg E]
    have h3 : -D + 3 * |E| ≤ 2 * √(D ^ 2 + 3 * E ^ 2) := by
      have hpos : 0 < (-D + 3 * |E|) / 2 := by linarith [abs_nonneg E]
      have := (Real.le_sqrt' hpos).mpr
        (show ((-D + 3 * |E|) / 2) ^ 2 ≤ D ^ 2 + 3 * E ^ 2 by
          nlinarith [sq_nonneg (D + |E|), sq_abs E])
      linarith
    rw [Fin.monotone_iff_le_succ]
    intro i
    fin_cases i
    · exact h0
    · exact h1
    · exact h2
    · exact h3
  · -- the bound is the square (r - |D|)² ≥ 0
    rw [le_div_iff₀ (neg_pos.mpr hD)]
    nlinarith [sq_nonneg (√(D ^ 2 + 3 * E ^ 2) + D)]
```

The lower bound is stated for $D<0$ with no condition on $E$, because it compares the two expressions $\varepsilon_0$ and $\varepsilon_1$ wherever they stand in the spectrum. For $|E|\le|D|$ it bounds the lowest gap. The proof substitutes $D=-d$ and $r=d+g$, and `key` is the identity with remainder $g^3(g+4d)/(4d^3)$.

```lean
/-- For D < 0 the gap between the levels 2D and -2√(D² + 3E²) is at least
3E²/|D| - 9E⁴/(4|D|³). -/
theorem gap_lower_bound (D E : ℝ) (hD : D < 0) :
    3 * E ^ 2 / |D| - 9 * E ^ 4 / (4 * |D| ^ 3) ≤ 2 * D - (-2 * √(D ^ 2 + 3 * E ^ 2)) := by
  rw [abs_of_neg hD]
  have hr := Real.sq_sqrt (show 0 ≤ D ^ 2 + 3 * E ^ 2 by positivity)
  have hle := (Real.le_sqrt' (neg_pos.mpr hD)).mpr
    (show (-D) ^ 2 ≤ D ^ 2 + 3 * E ^ 2 by nlinarith [sq_nonneg E])
  generalize √(D ^ 2 + 3 * E ^ 2) = r at hr hle ⊢
  obtain ⟨d, rfl⟩ : ∃ d, D = -d := ⟨-D, by ring⟩
  have hd : 0 < d := by linarith
  obtain ⟨g, rfl⟩ : ∃ g, r = d + g := ⟨r - d, by ring⟩
  have hg : 0 ≤ g := by linarith
  have hs : 3 * E ^ 2 = g * (g + 2 * d) := by linear_combination -hr
  have hs2 : 9 * E ^ 4 = (g * (g + 2 * d)) ^ 2 := by rw [← hs]; ring
  rw [hs, hs2, neg_neg]
  -- the remainder is manifestly nonnegative
  have key : 2 * -d - -2 * (d + g)
      - (g * (g + 2 * d) / d - (g * (g + 2 * d)) ^ 2 / (4 * d ^ 3))
      = g ^ 3 * (g + 4 * d) / (4 * d ^ 3) := by
    field_simp
    ring
  have hpos : 0 ≤ g ^ 3 * (g + 4 * d) / (4 * d ^ 3) := by positivity
  linarith
```

The two levels of the ground doublet coincide only for $E=0$. If $-2r=2D$, then $r=-D$, and squaring leaves $3E^2=0$; the converse is direct substitution.

```lean
/-- For D < 0 the levels -2√(D² + 3E²) and 2D coincide exactly when E = 0. -/
theorem doublet_degenerate_iff (D E : ℝ) (hD : D < 0) :
    level D E 0 = level D E 1 ↔ E = 0 := by
  change -2 * √(D ^ 2 + 3 * E ^ 2) = 2 * D ↔ E = 0
  have hr := Real.sq_sqrt (show 0 ≤ D ^ 2 + 3 * E ^ 2 by positivity)
  constructor
  · intro h
    have h' : √(D ^ 2 + 3 * E ^ 2) = -D := by linarith
    rw [h'] at hr
    exact pow_eq_zero_iff (two_ne_zero) |>.mp (by linarith [neg_sq D])
  · rintro rfl
    have h : D ^ 2 + 3 * (0 : ℝ) ^ 2 = (-D) ^ 2 := by ring
    rw [h, Real.sqrt_sq (by linarith)]
    ring
```

The state that keeps its energy is given as the unnormalised vector $(1,0,0,0,-1)$, which stands for $(|2\rangle-|-2\rangle)/\sqrt2$. Its two couplings to $|0\rangle$ cancel, so the whole splitting comes from the downward shift of its symmetric partner.

```lean
/-- The antisymmetric combination of m = 2 and m = -2 is an eigenvector with energy 2D for
every E. -/
theorem antisymmetric_state (D E : ℝ) :
    ham D E *ᵥ ![1, 0, 0, 0, -1] = (2 * (D : ℂ)) • ![1, 0, 0, 0, -1] := by
  rw [ham_eq]
  ext i
  fin_cases i <;> simp [Matrix.mulVec, dotProduct, Fin.sum_univ_succ]
```

Finally, the range of $E$ in the ordering statement is as wide as possible. Once $|E|>|D|$, the level $\varepsilon_2$ from the $|\pm1\rangle$ block falls below $2D$, since $-D-3|E|<2D$ is the same as $-D<|E|$.

```lean
/-- If |E| > |D|, the level -D - 3|E| lies below 2D. -/
theorem order_fails_beyond (D E : ℝ) (h : |D| < |E|) : level D E 2 < level D E 1 := by
  change -D - 3 * |E| < 2 * D
  linarith [neg_abs_le D]

end

end SpinTwoZeroField
```

```lean
#print axioms SpinTwoZeroField.ground_doublet
#print axioms SpinTwoZeroField.doublet_degenerate_iff
#print axioms SpinTwoZeroField.antisymmetric_state
#print axioms SpinTwoZeroField.order_fails_beyond
```

```
'SpinTwoZeroField.ground_doublet' depends on axioms: [propext, Classical.choice, Quot.sound]
'SpinTwoZeroField.doublet_degenerate_iff' depends on axioms: [propext, Classical.choice, Quot.sound]
'SpinTwoZeroField.antisymmetric_state' depends on axioms: [propext, Classical.choice, Quot.sound]
'SpinTwoZeroField.order_fails_beyond' depends on axioms: [propext, Classical.choice, Quot.sound]
```
